# Zone-centre gap of an armchair graphene ribbon with 3m dimer lines in nearest-neighbour tight binding

To get the zone-centre gap of such a ribbon (\(m\ge 1\)), one evaluates the energy of a single transverse mode, \(p=2m+1\), and doubles its modulus. No matrix has to be diagonalised.

## The ribbon at zero momentum

Each of the \(N\) dimer lines carries one site of each sublattice per cell. At zero momentum along the ribbon, a site couples to the opposite sublattice on its own line and on the adjacent lines. All couplings equal 1, the unit of energy. This stands for the same hopping energy between all neighbouring \(p_z\) orbitals, which are taken as orthogonal. Bond relaxation at the edges is left out, and electrons do not interact.

In Lean, `hopping N` is this coupling matrix \(T\), and `hamiltonian N` places it in the off-diagonal blocks, with `Fin N ⊕ Fin N` labelling the two sublattices. `IsEnergy N E` asks for a nonzero real eigenvector with eigenvalue \(E\). `level N p` is
\[
\ell_p=1+2\cos\theta_p,\qquad \theta_p=\frac{p\pi}{N+1}.
\]

## What is stated

Let \(N=3m\) and \(\Delta=|\ell_{2m+1}|\). For \(m\ge1\), `semiconducting_gap` says that \(\Delta>0\), that \(\Delta\) and \(-\Delta\) are energies, and that every energy has modulus at least \(\Delta\). `gap_scaling` says that \((3m+1)\Delta\to\pi/\sqrt3\). The gap between the two energies is \(2\Delta\), so its scaled limit is twice as large.

With one electron per orbital, the ground state fills the levels up to \(-\Delta\) and leaves those from \(\Delta\) upwards empty, so \(2\Delta\) is the gap at zero momentum. To read it as the band gap of the ribbon, one also needs that no other momentum brings the bands closer; the theorems concern zero momentum only.

## The spectrum

Number the lines \(j=0,\dots,N-1\) and give line \(j\) the amplitude \(s_{j+1}\), where \(s_k=\sin(k\theta_p)\). Since \(s_0=s_{N+1}=0\), the edge lines obey the same rule as the others:
\[
s_j+s_{j+1}+s_{j+2}=(1+2\cos\theta_p)\,s_{j+1}.
\]
For \(1\le p\le N\), \(s_1>0\), so the wave is a true eigenvector of \(T\). The cosine decreases strictly on \([0,\pi]\), so these \(N\) eigenvalues are distinct. Another one would give \(N+1\) independent vectors in dimension \(N\).

For sublattice amplitudes \(a,b\), the eigenvalue equation reads \(Tb=Ea\), \(Ta=Eb\), hence
\[
T(a\pm b)=\pm E(a\pm b).
\]
At least one combination is nonzero, so \(E=\pm\ell_p\) for some \(p\). Conversely, if \(v\) is the wave of mode \(p\), then \((v,\pm v)\) has energy \(\pm\ell_p\); dividing by \(\sqrt{N+1}\) normalises it.

## The smallest modulus and its limit

Put \(\delta=\pi/(3(3m+1))\), called `offset m` in Lean. Then \(\theta_{2m+1}=2\pi/3+\delta\) and \(\theta_{2m}=2\pi/3-2\delta\), so
\[
\ell_{2m+1}=1-\cos\delta-\sqrt3\sin\delta,\qquad
\ell_{2m}=1-\cos2\delta+\sqrt3\sin2\delta.
\]
The first is negative, because its angle lies between \(2\pi/3\) and \(\pi\). Thus \(\Delta=\sqrt3\sin\delta+\cos\delta-1\), and
\[
\ell_{2m}-\Delta=(1-\cos2\delta)+(1-\cos\delta)+\sqrt3\sin\delta\,(2\cos\delta-1)\ge0,
\]
since \(\delta\le\pi/3\). Levels with \(p\le2m\) are at least \(\ell_{2m}\), and those with \(p\ge2m+1\) are at most \(-\Delta\). Every modulus is therefore at least \(\Delta\).

With \(f(x)=\sqrt3\sin x+\cos x\) and \(3m+1=\pi/(3\delta)\),
\[
(3m+1)\Delta=\frac{\pi}{3}\,\frac{f(\delta)-f(0)}{\delta}\longrightarrow\frac{\pi}{3}f'(0)=\frac{\pi}{\sqrt3}.
\]

## Three dimer lines, and a rounding error

For \(m=1\) the levels are \(1+\sqrt2\), \(1\) and \(1-\sqrt2\). So \(\Delta=\sqrt2-1\approx0.414\), and \(4\Delta\approx1.657\), against the limit \(1.814\).

The level would vanish at \(p=2m+\tfrac23\). Rounding this down selects mode \(2m\), which here gives 1 instead of 0.414.

## The Lean file

```lean
import Mathlib

open Matrix Filter
open scoped Real Topology

namespace ArmchairRibbonGap

noncomputable section

/-- Hopping between the two sublattices of an armchair ribbon with `N` dimer lines at zero
momentum, in units of the hopping energy: each site couples to its own line and the adjacent ones. -/
def hopping (N : ℕ) : Matrix (Fin N) (Fin N) ℝ := fun i j =>
  (if (j : ℕ) = (i : ℕ) then (1 : ℝ) else 0) + (if (j : ℕ) = (i : ℕ) + 1 then (1 : ℝ) else 0)
    + (if (j : ℕ) + 1 = (i : ℕ) then (1 : ℝ) else 0)

/-- The ribbon Hamiltonian at zero momentum, which only connects opposite sublattices. -/
def hamiltonian (N : ℕ) : Matrix (Fin N ⊕ Fin N) (Fin N ⊕ Fin N) ℝ :=
  Matrix.fromBlocks 0 (hopping N) (hopping N) 0

/-- `E` is an energy of the ribbon: the Hamiltonian has a nonzero eigenvector with eigenvalue `E`. -/
def IsEnergy (N : ℕ) (E : ℝ) : Prop :=
  ∃ ψ : Fin N ⊕ Fin N → ℝ, ψ ≠ 0 ∧ hamiltonian N *ᵥ ψ = E • ψ

/-- The number `1 + 2 cos(p π / (N + 1))` attached to the transverse mode `p`. -/
def level (N p : ℕ) : ℝ := 1 + 2 * Real.cos (p * π / (N + 1))

/-- The transverse standing wave with mode number `p`. -/
def wave (N p : ℕ) : Fin N → ℝ := fun j =>
  Real.sin ((((j : ℕ) + 1 : ℕ) : ℝ) * (p * π / (N + 1)))

/-- The angle `π / (3 (3m + 1))` by which mode `2m + 1` of a ribbon with `3m` dimer lines lies
beyond the Dirac point, the angle `2π/3` at which the level would vanish. -/
def offset (m : ℕ) : ℝ := π / (3 * (3 * m + 1))

/-- On an amplitude that vanishes just outside both edges, the hopping matrix adds up the
amplitudes on three consecutive lines. -/
theorem hopping_mulVec (N : ℕ) (s : ℕ → ℝ) (h0 : s 0 = 0) (hN : s (N + 1) = 0) (i : Fin N) :
    (hopping N *ᵥ fun j => s ((j : ℕ) + 1)) i = s i + s (i + 1) + s (i + 2) := by
  have hi := i.isLt
  have e : (hopping N *ᵥ fun j => s ((j : ℕ) + 1)) i = ∑ k ∈ Finset.range N,
      ((if k = (i : ℕ) then (1 : ℝ) else 0) + (if k = (i : ℕ) + 1 then (1 : ℝ) else 0)
        + (if k + 1 = (i : ℕ) then (1 : ℝ) else 0)) * s (k + 1) := by
    rw [Finset.sum_range]; rfl
  have h1 : ∑ k ∈ Finset.range N, (if k = (i : ℕ) then (1 : ℝ) else 0) * s (k + 1)
      = s (i + 1) := by
    simp only [ite_mul, one_mul, zero_mul, Finset.sum_ite_eq', Finset.mem_range]
    rw [if_pos hi]
  have h2 : ∑ k ∈ Finset.range N, (if k = (i : ℕ) + 1 then (1 : ℝ) else 0) * s (k + 1)
      = s (i + 2) := by
    simp only [ite_mul, one_mul, zero_mul, Finset.sum_ite_eq', Finset.mem_range]
    split_ifs with h
    · rfl
    · rw [show (i : ℕ) + 2 = N + 1 by omega, hN]
  have h3 : ∑ k ∈ Finset.range N, (if k + 1 = (i : ℕ) then (1 : ℝ) else 0) * s (k + 1)
      = s i := by
    rcases Nat.eq_zero_or_pos (i : ℕ) with hz | hp
    · rw [hz, h0]
      exact Finset.sum_eq_zero fun k _ => by simp
    · have hs : (i : ℕ) - 1 + 1 = i := by omega
      rw [Finset.sum_eq_single ((i : ℕ) - 1)]
      · rw [hs, if_pos rfl, one_mul]
      · intro k _ hk
        rw [if_neg (by omega), zero_mul]
      · intro h
        exact absurd (Finset.mem_range.mpr (by omega)) h
  rw [e]
  simp only [add_mul, Finset.sum_add_distrib]
  rw [h1, h2, h3]
  ring

/-- Each standing wave is reproduced by the hopping matrix, multiplied by its level. -/
theorem hopping_wave (N p : ℕ) : hopping N *ᵥ wave N p = level N p • wave N p := by
  have key : ∀ x t : ℝ, Real.sin (x * t) + Real.sin ((x + 1) * t) + Real.sin ((x + 2) * t)
      = (1 + 2 * Real.cos t) * Real.sin ((x + 1) * t) := by
    intro x t
    have h1 : x * t = (x + 1) * t - t := by ring
    have h2 : (x + 2) * t = (x + 1) * t + t := by ring
    rw [h1, h2, Real.sin_sub, Real.sin_add]
    ring
  have hN : Real.sin (((N + 1 : ℕ) : ℝ) * (p * π / (N + 1))) = 0 := by
    have h : ((N + 1 : ℕ) : ℝ) * (p * π / (N + 1)) = p * π := by
      push_cast
      field_simp
    rw [h, Real.sin_nat_mul_pi]
  funext i
  refine (hopping_mulVec N (fun k : ℕ => Real.sin (k * (p * π / (N + 1))))
    (by simp) hN i).trans ?_
  simp only [wave, level, Pi.smul_apply, smul_eq_mul]
  push_cast
  exact key _ _

/-- The levels decrease strictly with the mode number, up to mode `N + 1`. -/
theorem level_lt {N p q : ℕ} (hpq : p < q) (hq : q ≤ N + 1) : level N q < level N p := by
  have hpq' : (p : ℝ) < q := by exact_mod_cast hpq
  have hq' : (q : ℝ) ≤ N + 1 := by exact_mod_cast hq
  have hle : (q : ℝ) * π / (N + 1) ≤ π := by
    rw [div_le_iff₀ (by positivity)]
    nlinarith [Real.pi_pos]
  have hlt : (p : ℝ) * π / (N + 1) < q * π / (N + 1) := by
    have := Real.pi_pos
    gcongr
  have h := Real.cos_lt_cos_of_nonneg_of_le_pi (by positivity) hle hlt
  unfold level
  linarith

/-- The standing waves with mode numbers `1` to `N` do not vanish identically. -/
theorem wave_ne_zero {N p : ℕ} (h1 : 1 ≤ p) (h2 : p ≤ N) : wave N p ≠ 0 := by
  intro h
  have hp : (0 : ℝ) < p := by exact_mod_cast h1
  have hpN : (p : ℝ) ≤ N := by exact_mod_cast h2
  have hpos : 0 < Real.sin (p * π / (N + 1)) := by
    apply Real.sin_pos_of_pos_of_lt_pi (by positivity)
    rw [div_lt_iff₀ (by positivity)]
    nlinarith [Real.pi_pos]
  have h0 : Real.sin (((0 + 1 : ℕ) : ℝ) * (p * π / (N + 1))) = 0 :=
    congrFun h ⟨0, by omega⟩
  simp only [zero_add, Nat.cast_one, one_mul] at h0
  linarith

/-- Every eigenvalue of the hopping matrix is the level of a mode between `1` and `N`. -/
theorem hopping_eigenvalue {N : ℕ} {E : ℝ} {v : Fin N → ℝ} (hv : v ≠ 0)
    (h : hopping N *ᵥ v = E • v) : ∃ p, 1 ≤ p ∧ p ≤ N ∧ E = level N p := by
  by_contra hcon
  have hne : ∀ k : Fin N, E ≠ level N (k + 1) := fun k hk =>
    hcon ⟨k + 1, Nat.succ_pos _, k.isLt, hk⟩
  -- a further eigenvalue would give N + 1 independent vectors in dimension N
  let μ : Option (Fin N) → ℝ := fun o => o.elim E (fun k => level N (k + 1))
  let w : Option (Fin N) → (Fin N → ℝ) := fun o => o.elim v (fun k => wave N (k + 1))
  have hμ : Function.Injective μ := by
    rintro (_ | a) (_ | b) hab
    · rfl
    · exact absurd hab (hne b)
    · exact absurd hab.symm (hne a)
    · have hab' : level N (a + 1) = level N (b + 1) := hab
      have ha := a.isLt
      have hb := b.isLt
      rcases lt_trichotomy (a : ℕ) b with hl | hl | hl
      · have := level_lt (N := N) (p := (a : ℕ) + 1) (q := (b : ℕ) + 1) (by omega) (by omega)
        linarith
      · rw [Fin.ext hl]
      · have := level_lt (N := N) (p := (b : ℕ) + 1) (q := (a : ℕ) + 1) (by omega) (by omega)
        linarith
  have hli : LinearIndependent ℝ w := by
    apply Module.End.eigenvectors_linearIndependent' (hopping N).mulVecLin μ hμ w
    rintro (_ | k)
    · exact ⟨Module.End.mem_eigenspace_iff.mpr h, hv⟩
    · exact ⟨Module.End.mem_eigenspace_iff.mpr (hopping_wave N (k + 1)),
        wave_ne_zero (Nat.succ_pos _) k.isLt⟩
  have hc := hli.fintype_card_le_finrank
  simp at hc

/-- The energies of the ribbon are exactly plus and minus the levels of the modes `1` to `N`. -/
theorem isEnergy_iff (N : ℕ) (E : ℝ) :
    IsEnergy N E ↔ ∃ p, 1 ≤ p ∧ p ≤ N ∧ (E = level N p ∨ E = -level N p) := by
  constructor
  · rintro ⟨ψ, hψ, h⟩
    have h1 : hopping N *ᵥ (ψ ∘ Sum.inr) = E • (ψ ∘ Sum.inl) := by
      funext i
      simpa [hamiltonian, Matrix.fromBlocks_mulVec] using congrFun h (Sum.inl i)
    have h2 : hopping N *ᵥ (ψ ∘ Sum.inl) = E • (ψ ∘ Sum.inr) := by
      funext i
      simpa [hamiltonian, Matrix.fromBlocks_mulVec] using congrFun h (Sum.inr i)
    -- the sum or the difference of the sublattice amplitudes is an eigenvector
    by_cases hs : ψ ∘ Sum.inl + ψ ∘ Sum.inr = 0
    · have hd : ψ ∘ Sum.inl - ψ ∘ Sum.inr ≠ 0 := by
        intro hd
        apply hψ
        funext x
        rcases x with i | i
        all_goals
          have a : ψ (Sum.inl i) + ψ (Sum.inr i) = 0 := congrFun hs i
          have b : ψ (Sum.inl i) - ψ (Sum.inr i) = 0 := congrFun hd i
          rw [Pi.zero_apply]
          linarith
      obtain ⟨p, hp1, hp2, hp⟩ := hopping_eigenvalue (E := -E) hd (by
        rw [Matrix.mulVec_sub, h1, h2]; module)
      exact ⟨p, hp1, hp2, Or.inr (by linarith)⟩
    · obtain ⟨p, hp1, hp2, hp⟩ := hopping_eigenvalue (E := E) hs (by
        rw [Matrix.mulVec_add, h1, h2]; module)
      exact ⟨p, hp1, hp2, Or.inl hp⟩
  · rintro ⟨p, hp1, hp2, rfl | rfl⟩
    · refine ⟨Sum.elim (wave N p) (wave N p), fun h => wave_ne_zero hp1 hp2
        (funext fun i => congrFun h (Sum.inl i)), ?_⟩
      funext x
      rcases x with i | i <;> simp [hamiltonian, Matrix.fromBlocks_mulVec, hopping_wave]
    · refine ⟨Sum.elim (wave N p) (-wave N p), fun h => wave_ne_zero hp1 hp2
        (funext fun i => congrFun h (Sum.inl i)), ?_⟩
      funext x
      rcases x with i | i <;>
        simp [hamiltonian, Matrix.fromBlocks_mulVec, hopping_wave, Matrix.mulVec_neg]

/-- For `N = 3m`, the level of mode `2m + 1` is negative, and its modulus is
`√3 sin δ + cos δ - 1` with `δ = π / (3 (3m + 1))`. -/
theorem edge_level (m : ℕ) : level (3 * m) (2 * m + 1) < 0 ∧ |level (3 * m) (2 * m + 1)|
    = Real.sqrt 3 * Real.sin (offset m) + Real.cos (offset m) - 1 := by
  have ha : ((2 * m + 1 : ℕ) : ℝ) * π / (((3 * m : ℕ) : ℝ) + 1) = π - (π / 3 - offset m) := by
    unfold offset
    push_cast
    field_simp
    ring
  have he : level (3 * m) (2 * m + 1)
      = 1 - Real.cos (offset m) - Real.sqrt 3 * Real.sin (offset m) := by
    unfold level
    rw [ha, Real.cos_pi_sub, Real.cos_sub, Real.cos_pi_div_three, Real.sin_pi_div_three]
    ring
  have hneg : level (3 * m) (2 * m + 1) < 0 := by
    -- the angle lies beyond 2π/3, where the cosine is below -1/2
    have hpos : 0 < offset m := by unfold offset; positivity
    have hle : offset m ≤ π / 3 := by
      unfold offset
      rw [div_le_div_iff₀ (by positivity) (by positivity)]
      nlinarith [mul_nonneg Real.pi_pos.le (Nat.cast_nonneg (α := ℝ) m)]
    have h := Real.cos_lt_cos_of_nonneg_of_le_pi (x := π / 3 - offset m) (y := π / 3)
      (by linarith) (by linarith [Real.pi_pos]) (by linarith)
    rw [Real.cos_pi_div_three] at h
    unfold level
    rw [ha, Real.cos_pi_sub]
    linarith
  exact ⟨hneg, by rw [abs_of_neg hneg, he]; ring⟩

/-- For `N = 3m`, no mode up to `3m` has a level of smaller modulus than mode `2m + 1`. -/
theorem abs_level_min {m p : ℕ} (hp : p ≤ 3 * m) :
    |level (3 * m) (2 * m + 1)| ≤ |level (3 * m) p| := by
  rcases Nat.lt_or_ge (2 * m) p with h | h
  · -- modes above the Dirac point: the levels are negative and decrease
    have hle : level (3 * m) p ≤ level (3 * m) (2 * m + 1) := by
      rcases Nat.eq_or_lt_of_le (Nat.succ_le_of_lt h) with h' | h'
      · rw [← h']
      · exact (level_lt h' (by omega)).le
    rw [abs_of_neg (edge_level m).1]
    linarith [neg_le_abs (level (3 * m) p)]
  · -- modes below the Dirac point: the closest one is 2m
    have hle : level (3 * m) (2 * m) ≤ level (3 * m) p := by
      rcases Nat.eq_or_lt_of_le h with h' | h'
      · rw [h']
      · exact (level_lt h' (by omega)).le
    have ha : ((2 * m : ℕ) : ℝ) * π / (((3 * m : ℕ) : ℝ) + 1)
        = π - (π / 3 + 2 * offset m) := by
      unfold offset
      push_cast
      field_simp
      ring
    have he : level (3 * m) (2 * m) = 1 - Real.cos (2 * offset m)
        + Real.sqrt 3 * (2 * Real.sin (offset m) * Real.cos (offset m)) := by
      unfold level
      rw [ha, Real.cos_pi_sub, Real.cos_add, Real.cos_pi_div_three, Real.sin_pi_div_three,
        Real.sin_two_mul]
      ring
    have hpos : 0 < offset m := by unfold offset; positivity
    have hδ : offset m ≤ π / 3 := by
      unfold offset
      rw [div_le_div_iff₀ (by positivity) (by positivity)]
      nlinarith [mul_nonneg Real.pi_pos.le (Nat.cast_nonneg (α := ℝ) m)]
    have hc := Real.cos_le_cos_of_nonneg_of_le_pi hpos.le (by linarith [Real.pi_pos]) hδ
    rw [Real.cos_pi_div_three] at hc
    have hs := Real.sin_nonneg_of_nonneg_of_le_pi hpos.le (by linarith [Real.pi_pos])
    have hprod : 0 ≤ Real.sqrt 3 * Real.sin (offset m) * (2 * Real.cos (offset m) - 1) :=
      mul_nonneg (mul_nonneg (Real.sqrt_nonneg 3) hs) (by linarith)
    rw [(edge_level m).2]
    linarith [le_abs_self (level (3 * m) p), Real.cos_le_one (offset m),
      Real.cos_le_one (2 * offset m)]

/-- A ribbon with `3m` dimer lines, `m ≥ 1`, is gapped at zero momentum: with `Δ > 0` the modulus
of the level of mode `2m + 1`, both `Δ` and `-Δ` are energies and no energy has smaller modulus. -/
theorem semiconducting_gap (m : ℕ) (hm : 1 ≤ m) :
    0 < |level (3 * m) (2 * m + 1)| ∧
    IsEnergy (3 * m) |level (3 * m) (2 * m + 1)| ∧
    IsEnergy (3 * m) (-|level (3 * m) (2 * m + 1)|) ∧
    ∀ E, IsEnergy (3 * m) E → |level (3 * m) (2 * m + 1)| ≤ |E| := by
  have hneg := (edge_level m).1
  refine ⟨abs_pos.mpr hneg.ne, ?_, ?_, ?_⟩
  · exact (isEnergy_iff _ _).mpr ⟨2 * m + 1, by omega, by omega, Or.inr (abs_of_neg hneg)⟩
  · exact (isEnergy_iff _ _).mpr ⟨2 * m + 1, by omega, by omega,
      Or.inl (by rw [abs_of_neg hneg, neg_neg])⟩
  · intro E hE
    obtain ⟨p, _, hp, rfl | rfl⟩ := (isEnergy_iff _ _).mp hE
    · exact abs_level_min hp
    · rw [abs_neg]
      exact abs_level_min hp

/-- For ribbons with `3m` dimer lines, the modulus of the level of mode `2m + 1` falls off inversely
with the width: multiplied by `3m + 1`, it tends to `π / √3`. -/
theorem gap_scaling : Tendsto (fun m : ℕ => (3 * (m : ℝ) + 1) * |level (3 * m) (2 * m + 1)|)
    atTop (𝓝 (π / Real.sqrt 3)) := by
  have hd : HasDerivAt (fun x : ℝ => Real.sqrt 3 * Real.sin x + Real.cos x) (Real.sqrt 3) 0 := by
    have h := ((Real.hasDerivAt_sin 0).const_mul (Real.sqrt 3)).fun_add (Real.hasDerivAt_cos 0)
    have hv : Real.sqrt 3 * Real.cos 0 + -Real.sin 0 = Real.sqrt 3 := by
      rw [Real.cos_zero, Real.sin_zero]
      ring
    exact h.congr_deriv hv
  have hpos : ∀ m, 0 < offset m := fun m => by unfold offset; positivity
  have h0 : Tendsto offset atTop (𝓝 0) := by
    have hb : Tendsto (fun m : ℕ => π * (1 / ((m : ℝ) + 1))) atTop (𝓝 0) := by
      simpa using (tendsto_one_div_add_atTop_nhds_zero_nat (𝕜 := ℝ)).const_mul π
    refine squeeze_zero (fun m => (hpos m).le) (fun m => ?_) hb
    have hm : (0 : ℝ) ≤ m := Nat.cast_nonneg m
    unfold offset
    rw [mul_one_div, div_le_div_iff₀ (by positivity) (by positivity)]
    exact mul_le_mul_of_nonneg_left (by linarith) Real.pi_pos.le
  have hw : Tendsto offset atTop (𝓝[≠] 0) :=
    tendsto_nhdsWithin_iff.mpr ⟨h0, Eventually.of_forall fun m => (hpos m).ne'⟩
  -- the scaled gap is a difference quotient at zero
  have hlim := ((hasDerivAt_iff_tendsto_slope_zero.mp hd).comp hw).const_mul (π / 3)
  have hval : π / Real.sqrt 3 = π / 3 * Real.sqrt 3 := by
    have h3 : Real.sqrt 3 * Real.sqrt 3 = 3 := Real.mul_self_sqrt (by norm_num)
    rw [div_eq_iff (by positivity)]
    linear_combination (-(π / 3)) * h3
  rw [hval]
  refine hlim.congr fun m => ?_
  have hM : π / 3 * (offset m)⁻¹ = 3 * (m : ℝ) + 1 := by
    unfold offset
    field_simp
  rw [(edge_level m).2, ← hM]
  simp only [Function.comp_apply, zero_add, Real.sin_zero, Real.cos_zero, smul_eq_mul, mul_zero]
  ring

end

end ArmchairRibbonGap
```

```lean
#print axioms ArmchairRibbonGap.semiconducting_gap
#print axioms ArmchairRibbonGap.gap_scaling
```

```
'ArmchairRibbonGap.semiconducting_gap' depends on axioms: [propext, Classical.choice, Quot.sound]
'ArmchairRibbonGap.gap_scaling' depends on axioms: [propext, Classical.choice, Quot.sound]
```

## From the derivation to the code

`hopping_mulVec` splits the matrix product into three sums and uses the two vanishing amplitudes at the edges. `hopping_wave` adds the sine identity.

In `hopping_eigenvalue`, the index type `Option (Fin N)` holds the \(N\) waves and one supposed extra eigenvector. `level_lt` makes the eigenvalues distinct, Mathlib then gives linear independence, and the dimension count yields the contradiction. `isEnergy_iff` splits on whether \(a+b\) vanishes; if it does, \(a-b\) serves as the eigenvector.

`edge_level` computes \(\Delta\), and `abs_level_min` treats the modes on either side of \(2\pi/3\), closing the lower side with the inequality for \(\ell_{2m}-\Delta\). `gap_scaling` composes the difference quotient of \(f\) with `offset`, which tends to zero without reaching it.
